# Explicit relaxation with τd ≤ 1 never raises the lattice gradient energy

**A:** Take a finite graph with all degrees at most $d$, a complex order parameter $\psi_x$ on its vertices, and fixed unit link phases satisfying $U_{yx}=\overline{U_{xy}}$. If $\tau\ge 0$ and $\tau d\le 1$, the step $\psi\mapsto\psi-\tau L\psi$ does not increase $E(\psi)=\mathrm{Re}\,\langle\psi,L\psi\rangle$, where $(L\psi)_x=\sum_{y\sim x}(\psi_x-U_{xy}\psi_y)$ and $y\sim x$ means that $y$ is a neighbour of $x$.

**Q:** Show me by hand first. Where does the bound on $\tau$ come from?

**A:** Write $D_{xy}\psi=\psi_x-U_{xy}\psi_y$. Reversing a link gives $D_{yx}\psi=-\overline{U_{xy}}\,D_{xy}\psi$. Add $\langle\varphi,L\psi\rangle=\sum_x\sum_{y\sim x}\overline{\varphi_x}D_{xy}\psi$ to the same sum with $x$ and $y$ exchanged:

$$2\langle\varphi,L\psi\rangle=\sum_x\sum_{y\sim x}\overline{D_{xy}\varphi}\,D_{xy}\psi .$$

With $\varphi=\psi$, this gives $E(\psi)=\tfrac12\sum_x\sum_{y\sim x}|D_{xy}\psi|^2$. On each link $|D_{xy}\varphi|^2\le(|\varphi_x|+|\varphi_y|)^2\le 2|\varphi_x|^2+2|\varphi_y|^2$. Each vertex has at most $d$ neighbours, so summing gives $E(\varphi)\le 2d\|\varphi\|^2$.

Now $D(\psi-\tau L\psi)=D\psi-\tau D(L\psi)$. Expand the square; by the first identity with $\varphi=L\psi$, the cross term is $-2\tau\|L\psi\|^2$. Hence

$$\begin{aligned}E(\psi-\tau L\psi)&=E(\psi)-2\tau\|L\psi\|^2+\tau^2E(L\psi)\\&\le E(\psi)-2\tau(1-\tau d)\|L\psi\|^2 .\end{aligned}$$

The subtracted term is nonnegative when $\tau\ge0$ and $\tau d\le1$.

**Q:** What does the smallest case look like?

**A:** A single link has $d=1$ and $E=|D_{12}\psi|^2$. One step multiplies $D_{12}\psi$ by $1-2\tau$, so the energy is multiplied by $(1-2\tau)^2$. At $\tau=1$ the difference changes sign and the energy stays the same.

**Q:** And what is the order parameter in Lean?

**A:** A function `V → ℂ` on the vertices of a finite simple graph `G`.

```lean
import Mathlib

open ComplexConjugate

namespace LatticeGinzburgLandau

noncomputable section

variable {V : Type*} [Fintype V] (G : SimpleGraph V) [DecidableRel G.Adj]
```

**Q:** Where is the magnetic field?

**A:** In the phases `U`: the angle of $U_{xy}$ stands for the vector potential integrated along the link, in units that absorb the charge. `IsLinkField` requires unit modulus and conjugation on reversal, only on actual edges.

```lean
/-- Link phases on the edges of a graph: unit complex numbers that are conjugated when the
link is traversed backwards. -/
structure IsLinkField (U : V → V → ℂ) : Prop where
  unit : ∀ x y, G.Adj x y → ‖U x y‖ = 1
  reverse : ∀ x y, G.Adj x y → U y x = conj (U x y)
```

**Q:** Are the operator and the energy the ones you just used?

**A:** Yes. `covDiff` is $D_{xy}\psi$ and `lap` is $L$, a positive Laplacian with lattice spacing and stiffness set to one.

```lean
/-- The covariant difference of the order parameter along the link from `x` to `y`. -/
def covDiff (U : V → V → ℂ) (ψ : V → ℂ) (x y : V) : ℂ := ψ x - U x y * ψ y

/-- The covariant graph Laplacian: the sum of the covariant differences to all neighbours. -/
def lap (U : V → V → ℂ) (ψ : V → ℂ) (x : V) : ℂ :=
  ∑ y with G.Adj x y, covDiff U ψ x y
```

The inner product `overlap` conjugates its first argument, and `totalSq` is $\|\varphi\|^2$.

```lean
/-- The inner product of two complex fields on the vertices. -/
def overlap (φ ψ : V → ℂ) : ℂ := ∑ x, conj (φ x) * ψ x

/-- The squared norm of a complex field on the vertices. -/
def totalSq (φ : V → ℂ) : ℝ := ∑ x, ‖φ x‖ ^ 2
```

`energy` takes a real part by definition, and `relax` is one explicit Euler step of $\dot\psi=-L\psi$.

```lean
/-- The gradient energy, the real part of `⟨ψ, L ψ⟩`. -/
def energy (U : V → V → ℂ) (ψ : V → ℂ) : ℝ := (overlap ψ (lap G U ψ)).re

/-- One explicit relaxation step `ψ - τ L ψ`. -/
def relax (U : V → V → ℂ) (τ : ℝ) (ψ : V → ℂ) : V → ℂ :=
  fun x => ψ x - τ * lap G U ψ x
```

**Q:** Taking the real part could hide an imaginary piece.

**A:** There is none. Summation by parts comes first: `Finset.sum_comm` exchanges the ends of each link, and $\overline{U_{xy}}U_{xy}=1$ closes the algebra.

```lean
variable {G} {U : V → V → ℂ}

/-- Summation by parts: twice `⟨φ, L ψ⟩` is the sum over directed links of the products of
covariant differences. -/
theorem summation_by_parts (hU : IsLinkField G U) (φ ψ : V → ℂ) :
    2 * overlap φ (lap G U ψ) =
      ∑ x, ∑ y with G.Adj x y, conj (covDiff U φ x y) * covDiff U ψ x y := by
  have hS : overlap φ (lap G U ψ) =
      ∑ x, ∑ y, if G.Adj x y then conj (φ x) * covDiff U ψ x y else 0 := by
    simp only [overlap, lap, Finset.sum_filter, Finset.mul_sum, mul_ite, mul_zero]
  -- the same sum with every link traversed backwards
  have hT : overlap φ (lap G U ψ) =
      ∑ x, ∑ y, if G.Adj y x then conj (φ y) * covDiff U ψ y x else 0 := by
    rw [hS]
    exact Finset.sum_comm
  rw [two_mul]
  nth_rw 1 [hS]
  rw [hT, ← Finset.sum_add_distrib]
  refine Finset.sum_congr rfl fun x _ => ?_
  rw [Finset.sum_filter, ← Finset.sum_add_distrib]
  refine Finset.sum_congr rfl fun y _ => ?_
  by_cases h : G.Adj x y
  · have h' := h.symm
    have hn : conj (U x y) * U x y = 1 := by
      rw [Complex.conj_mul', hU.unit x y h]
      simp
    simp only [h, h', if_true, covDiff, hU.reverse x y h, map_sub, map_mul]
    linear_combination (-(conj (φ y) * ψ y)) * hn
  · have h' : ¬ G.Adj y x := fun k => h k.symm
    simp [h, h']
```

Setting $\varphi=\psi$ then shows that the imaginary part vanishes and gives the link formula.

```lean
/-- The number `⟨ψ, L ψ⟩` is real, and the gradient energy is half the sum of the squared
covariant differences over directed links. -/
theorem energy_eq_links (hU : IsLinkField G U) (ψ : V → ℂ) :
    (overlap ψ (lap G U ψ)).im = 0 ∧
      energy G U ψ = 1 / 2 * ∑ x, ∑ y with G.Adj x y, ‖covDiff U ψ x y‖ ^ 2 := by
  have key : overlap ψ (lap G U ψ) =
      ((1 / 2 * ∑ x, ∑ y with G.Adj x y, ‖covDiff U ψ x y‖ ^ 2 : ℝ) : ℂ) := by
    have h := summation_by_parts hU ψ ψ
    simp only [Complex.conj_mul'] at h
    push_cast
    linear_combination h / 2
  constructor
  · rw [key, Complex.ofReal_im]
  · rw [energy, key, Complex.ofReal_re]
```

**Q:** Does the energy depend on the gauge?

**A:** No. Under $\psi_x\to\chi_x\psi_x$ and $U_{xy}\to\chi_xU_{xy}\overline{\chi_y}$ with $|\chi_x|=1$, $L\psi$ picks up the same local phase, which cancels in the overlap.

```lean
/-- The gradient energy is unchanged by a local phase rotation of the order parameter together
with the matching change of the link phases. -/
theorem energy_gauge_invariant (χ : V → ℂ) (hχ : ∀ x, ‖χ x‖ = 1) (ψ : V → ℂ) :
    energy G (fun x y => χ x * U x y * conj (χ y)) (fun x => χ x * ψ x) = energy G U ψ := by
  have h1 : ∀ x, conj (χ x) * χ x = 1 := fun x => by
    rw [Complex.conj_mul', hχ x]
    simp
  -- the Laplacian rotates with the local phase
  have hL : ∀ x, lap G (fun x y => χ x * U x y * conj (χ y)) (fun x => χ x * ψ x) x
      = χ x * lap G U ψ x := by
    intro x
    simp only [lap, Finset.mul_sum]
    refine Finset.sum_congr rfl fun y _ => ?_
    simp only [covDiff]
    linear_combination (-(χ x * U x y * ψ y)) * h1 y
  unfold energy overlap
  congr 1
  refine Finset.sum_congr rfl fun x _ => ?_
  simp only [hL, map_mul]
  linear_combination (conj (ψ x) * lap G U ψ x) * h1 x
```

**Q:** Now the degree bound and the step.

**A:** In `energy_le`, `hle` is the estimate on each link, `hdeg` counts neighbours, and `hswap` treats the other end of the link.

```lean
/-- On a graph of maximum degree at most `d` the gradient energy is at most `2 d` times the
squared norm of the field. -/
theorem energy_le (hU : IsLinkField G U) {d : ℕ} (hd : ∀ x, G.degree x ≤ d) (φ : V → ℂ) :
    energy G U φ ≤ 2 * d * totalSq φ := by
  have hdeg : ∑ x, ∑ y with G.Adj x y, ‖φ x‖ ^ 2 ≤ d * totalSq φ := by
    rw [totalSq, Finset.mul_sum]
    refine Finset.sum_le_sum fun x _ => ?_
    have hc : (Finset.univ.filter (fun y => G.Adj x y)).card = G.degree x := by
      rw [← G.card_neighborFinset_eq_degree]
      congr 1
      ext y
      simp
    rw [Finset.sum_const, hc, nsmul_eq_mul]
    have : (G.degree x : ℝ) ≤ d := by exact_mod_cast hd x
    gcongr
  have hswap : ∑ x, ∑ y with G.Adj x y, ‖φ y‖ ^ 2 = ∑ x, ∑ y with G.Adj x y, ‖φ x‖ ^ 2 := by
    simp only [Finset.sum_filter]
    rw [Finset.sum_comm]
    refine Finset.sum_congr rfl fun x _ => Finset.sum_congr rfl fun y _ => ?_
    by_cases h : G.Adj x y
    · have h' := h.symm
      simp [h, h']
    · have h' : ¬ G.Adj y x := fun k => h k.symm
      simp [h, h']
  -- on each link, the squared difference is at most twice the sum of the squares
  have hle : ∑ x, ∑ y with G.Adj x y, ‖covDiff U φ x y‖ ^ 2 ≤
      ∑ x, ∑ y with G.Adj x y, (2 * ‖φ x‖ ^ 2 + 2 * ‖φ y‖ ^ 2) := by
    refine Finset.sum_le_sum fun x _ => Finset.sum_le_sum fun y hy => ?_
    have hxy : G.Adj x y := (Finset.mem_filter.1 hy).2
    have h := norm_sub_le (φ x) (U x y * φ y)
    rw [norm_mul, hU.unit x y hxy, one_mul] at h
    have h2 := pow_le_pow_left₀ (norm_nonneg _) h 2
    unfold covDiff
    nlinarith [sq_nonneg (‖φ x‖ - ‖φ y‖)]
  simp only [Finset.sum_add_distrib, ← Finset.mul_sum] at hle
  rw [(energy_eq_links hU φ).2]
  linarith
```

In `energy_relax`, `hpt` expands the square and `hcross` evaluates the cross term.

```lean
/-- The exact energy after one relaxation step, as a quadratic polynomial in the step size. -/
theorem energy_relax (hU : IsLinkField G U) (τ : ℝ) (ψ : V → ℂ) :
    energy G U (relax G U τ ψ) =
      energy G U ψ - 2 * τ * totalSq (lap G U ψ) + τ ^ 2 * energy G U (lap G U ψ) := by
  have hpt : ∀ a b : ℂ, ‖a - τ * b‖ ^ 2 =
      ‖a‖ ^ 2 - 2 * τ * (conj b * a).re + τ ^ 2 * ‖b‖ ^ 2 := by
    intro a b
    simp only [Complex.sq_norm, Complex.normSq_apply, Complex.sub_re, Complex.sub_im,
      Complex.mul_re, Complex.mul_im, Complex.ofReal_re, Complex.ofReal_im,
      Complex.conj_re, Complex.conj_im]
    ring
  have hD : ∀ x y, covDiff U (relax G U τ ψ) x y =
      covDiff U ψ x y - τ * covDiff U (lap G U ψ) x y := by
    intro x y
    simp only [covDiff, relax]
    ring
  -- the sum of the cross products over directed links is twice the squared norm of `L ψ`
  have hcross : ∑ x, ∑ y with G.Adj x y,
      (conj (covDiff U (lap G U ψ) x y) * covDiff U ψ x y).re = 2 * totalSq (lap G U ψ) := by
    have hself : overlap (lap G U ψ) (lap G U ψ) = ((totalSq (lap G U ψ) : ℝ) : ℂ) := by
      simp only [overlap, totalSq, Complex.conj_mul']
      push_cast
      rfl
    have h := congrArg Complex.re (summation_by_parts hU (lap G U ψ) ψ)
    have h2 : (2 * ((totalSq (lap G U ψ) : ℝ) : ℂ)).re = 2 * totalSq (lap G U ψ) := by simp
    rw [hself, h2] at h
    simp only [Complex.re_sum] at h
    exact h.symm
  rw [(energy_eq_links hU (relax G U τ ψ)).2, (energy_eq_links hU ψ).2,
    (energy_eq_links hU (lap G U ψ)).2]
  simp only [hD, hpt, Finset.sum_add_distrib, Finset.sum_sub_distrib, ← Finset.mul_sum]
  linear_combination (-τ) * hcross
```

Applying the degree bound to $L\psi$ gives an upper bound on the new energy, valid for every real $\tau$.

```lean
/-- On a graph of maximum degree at most `d`, the gradient energy after one relaxation step is at
most its previous value minus `2 τ (1 - τ d) ‖L ψ‖²`, for every real `τ`. -/
theorem energy_relax_le_sub (hU : IsLinkField G U) {d : ℕ} (hd : ∀ x, G.degree x ≤ d)
    (τ : ℝ) (ψ : V → ℂ) :
    energy G U (relax G U τ ψ) ≤
      energy G U ψ - 2 * τ * (1 - τ * d) * totalSq (lap G U ψ) := by
  have h := mul_le_mul_of_nonneg_left (energy_le hU hd (lap G U ψ)) (sq_nonneg τ)
  rw [energy_relax hU]
  linarith
```

The main theorem follows by checking signs. Its hypothesis `τ * d ≤ 1` also admits $d=0$, where there are no links and $L=0$.

```lean
/-- On a graph of maximum degree at most `d`, a relaxation step with `0 ≤ τ` and `τ d ≤ 1`
never increases the gradient energy. -/
theorem energy_relax_le (hU : IsLinkField G U) {d : ℕ} (hd : ∀ x, G.degree x ≤ d)
    {τ : ℝ} (h0 : 0 ≤ τ) (h1 : τ * d ≤ 1) (ψ : V → ℂ) :
    energy G U (relax G U τ ψ) ≤ energy G U ψ := by
  have hN : 0 ≤ totalSq (lap G U ψ) := Finset.sum_nonneg fun _ _ => by positivity
  have h2 : 0 ≤ 1 - τ * d := by linarith
  have h3 : 0 ≤ 2 * τ * (1 - τ * d) * totalSq (lap G U ψ) := by positivity
  linarith [energy_relax_le_sub hU hd τ ψ]
```

**Q:** Does that hold over a whole run, and does the energy actually fall?

**A:** It is non-increasing along all iterates, by induction on single steps.

```lean
/-- On a graph of maximum degree at most `d`, if `0 ≤ τ` and `τ d ≤ 1`, the gradient energy is
non-increasing along the whole sequence of relaxation steps. -/
theorem energy_iterate_antitone (hU : IsLinkField G U) {d : ℕ} (hd : ∀ x, G.degree x ≤ d)
    {τ : ℝ} (h0 : 0 ≤ τ) (h1 : τ * d ≤ 1) (ψ : V → ℂ) :
    Antitone fun n : ℕ => energy G U ((relax G U τ)^[n] ψ) := by
  refine antitone_nat_of_succ_le fun n => ?_
  simp only [Function.iterate_succ_apply']
  exact energy_relax_le hU hd h0 h1 _
```

For $\tau>0$ and $\tau d<1$, it falls strictly whenever $L\psi\ne0$.

```lean
/-- On a graph of maximum degree at most `d`, a relaxation step with `0 < τ` and `τ d < 1` strictly
decreases the gradient energy whenever `L ψ` is not zero. -/
theorem energy_relax_lt (hU : IsLinkField G U) {d : ℕ} (hd : ∀ x, G.degree x ≤ d)
    {τ : ℝ} (h0 : 0 < τ) (h1 : τ * d < 1) {ψ : V → ℂ} (hψ : lap G U ψ ≠ 0) :
    energy G U (relax G U τ ψ) < energy G U ψ := by
  obtain ⟨x, hx⟩ := Function.ne_iff.1 hψ
  have hx' : lap G U ψ x ≠ 0 := hx
  have hN : 0 < totalSq (lap G U ψ) :=
    Finset.sum_pos' (fun _ _ => by positivity)
      ⟨x, Finset.mem_univ x, pow_pos (norm_pos_iff.2 hx') 2⟩
  have h2 : 0 < 1 - τ * d := by linarith
  have h3 : 0 < 2 * τ * (1 - τ * d) * totalSq (lap G U ψ) := by positivity
  linarith [energy_relax_le_sub hU hd τ ψ]
```

**Q:** Could a better estimate allow larger steps?

**A:** Not one that depends on $d$ alone. On a nonempty $d$-regular graph with all phases $-1$, the uniform state satisfies $L\psi=2d\psi$. A step multiplies it by $1-2\tau d$, whose square exceeds one once $\tau d>1$. A particular graph and field may tolerate more.

```lean
/-- On every nonempty `d`-regular graph with all link phases equal to `-1`, a relaxation step
with `τ d > 1` strictly increases the gradient energy of the uniform state. -/
theorem step_bound_sharp [Nonempty V] {d : ℕ} (hd : ∀ x, G.degree x = d)
    {τ : ℝ} (hτ : 1 < τ * d) :
    IsLinkField G (fun _ _ => -1) ∧
      energy G (fun _ _ => -1) (fun _ => 1) <
        energy G (fun _ _ => -1) (relax G (fun _ _ => -1) τ (fun _ => 1)) := by
  have hU : IsLinkField G (fun _ _ => -1) := ⟨fun _ _ _ => by simp, fun _ _ _ => by simp⟩
  refine ⟨hU, ?_⟩
  -- a uniform field is an eigenvector of the Laplacian
  have hL : ∀ (c : ℂ) (x : V), lap G (fun _ _ => -1) (fun _ => c) x = 2 * d * c := by
    intro c x
    have hc : (Finset.univ.filter (fun y => G.Adj x y)).card = d := by
      rw [← hd x, ← G.card_neighborFinset_eq_degree]
      congr 1
      ext y
      simp
    simp only [lap, covDiff]
    rw [Finset.sum_const, hc, nsmul_eq_mul]
    ring
  have hE : ∀ c : ℝ, energy G (fun _ _ => -1) (fun _ => (c : ℂ)) =
      Fintype.card V * (2 * d * c ^ 2) := by
    intro c
    have h : overlap (fun _ : V => (c : ℂ)) (lap G (fun _ _ => -1) (fun _ => (c : ℂ))) =
        ((Fintype.card V * (2 * d * c ^ 2) : ℝ) : ℂ) := by
      simp only [overlap, hL, Complex.conj_ofReal]
      rw [Finset.sum_const, Finset.card_univ, nsmul_eq_mul]
      push_cast
      ring
    rw [energy, h, Complex.ofReal_re]
  have hR : relax G (fun _ _ => -1) τ (fun _ => 1) =
      fun _ => ((1 - 2 * (τ * d) : ℝ) : ℂ) := by
    funext x
    simp only [relax, hL]
    push_cast
    ring
  have hone : energy G (fun _ _ => -1) (fun _ => 1) = Fintype.card V * (2 * d * 1 ^ 2) := by
    have h := hE 1
    rwa [Complex.ofReal_one] at h
  rw [hR, hE, hone]
  have hdpos : (0 : ℝ) < d := by
    rcases Nat.eq_zero_or_pos d with h | h
    · rw [h, Nat.cast_zero, mul_zero] at hτ
      linarith
    · exact_mod_cast h
  have hV : (0 : ℝ) < Fintype.card V := by exact_mod_cast Fintype.card_pos
  have hsq : (1 : ℝ) ^ 2 < (1 - 2 * (τ * d)) ^ 2 := by nlinarith
  exact mul_lt_mul_of_pos_left (mul_lt_mul_of_pos_left hsq (by positivity)) hV

end

end LatticeGinzburgLandau
```

```lean
#print axioms LatticeGinzburgLandau.energy_relax_le
-- 'LatticeGinzburgLandau.energy_relax_le' depends on axioms: [propext, Classical.choice, Quot.sound]
#print axioms LatticeGinzburgLandau.energy_iterate_antitone
-- 'LatticeGinzburgLandau.energy_iterate_antitone' depends on axioms: [propext, Classical.choice, Quot.sound]
#print axioms LatticeGinzburgLandau.energy_relax_lt
-- 'LatticeGinzburgLandau.energy_relax_lt' depends on axioms: [propext, Classical.choice, Quot.sound]
#print axioms LatticeGinzburgLandau.step_bound_sharp
-- 'LatticeGinzburgLandau.step_bound_sharp' depends on axioms: [propext, Classical.choice, Quot.sound]
```

**Q:** So is this Ginzburg–Landau dynamics?

**A:** Only its gradient part. The $|\psi|^2$ and $|\psi|^4$ terms and the magnetic field energy are absent, and the link phases do not evolve. For simulations of superconductors, it gives a safe explicit step for the covariant gradient term alone, at frozen vector potential: $\tau\le 1/4$ on a square lattice in these units. With the potential terms included, the step limit needs its own analysis.
